# State averaging in a quadratic orbital model: the ground-state error is $O(w^2)$ for small excited-state weight $w$

Let $x\in\mathbb R^n$ collect orbital parameters measured from the optimal ground-state orbitals, and let $E_0(x)=\tfrac12\langle x,Ax\rangle$ and $E_1(x)=c+\langle g,x\rangle+\tfrac12\langle x,Bx\rangle$ be the ground- and excited-state energies, with $A$ symmetric positive definite, $B$ symmetric and $\langle\cdot,\cdot\rangle$ the ordinary dot product. The averaged energy is $E_w=(1-w)E_0+wE_1$, where $w$ is the weight of the excited state, and $x_w$ denotes its global minimiser, which exists and is unique for all sufficiently small $w>0$.

```lean
import Mathlib

open Matrix Filter Topology

namespace StateAveragedOrbitals

variable {n : Type*} [Fintype n]

/-- Ground-state energy `⟨x, A x⟩ / 2` as a function of the orbital parameters `x`. -/
noncomputable def groundEnergy (A : Matrix n n ℝ) (x : n → ℝ) : ℝ :=
  (x ⬝ᵥ (A *ᵥ x)) / 2

/-- Excited-state energy `c + ⟨g, x⟩ + ⟨x, B x⟩ / 2`, with orbital gradient `g` at `x = 0`. -/
noncomputable def excitedEnergy (B : Matrix n n ℝ) (g : n → ℝ) (c : ℝ) (x : n → ℝ) : ℝ :=
  c + g ⬝ᵥ x + (x ⬝ᵥ (B *ᵥ x)) / 2

/-- State-averaged energy with weight `w` on the excited state. -/
noncomputable def averagedEnergy (A B : Matrix n n ℝ) (g : n → ℝ) (c w : ℝ)
    (x : n → ℝ) : ℝ :=
  (1 - w) * groundEnergy A x + w * excitedEnergy B g c x

/-- The orbitals `x` minimise the state-averaged energy globally. -/
def IsOptimal (A B : Matrix n n ℝ) (g : n → ℝ) (c w : ℝ) (x : n → ℝ) : Prop :=
  ∀ y, averagedEnergy A B g c w x ≤ averagedEnergy A B g c w y

/-- The matrix `(1 - w) A + w B`, which for symmetric `A` and `B` is the orbital Hessian of the
state-averaged energy. -/
def averagedHessian (A B : Matrix n n ℝ) (w : ℝ) : Matrix n n ℝ :=
  (1 - w) • A + w • B

/-- The Newton point `-w H⁻¹ g` of the averaged energy, for symmetric `A` and `B` and weights `w` at
which the averaged Hessian `H` is invertible. -/
noncomputable def averagedOptimum [DecidableEq n] (A B : Matrix n n ℝ) (g : n → ℝ)
    (w : ℝ) : n → ℝ :=
  -(w • ((averagedHessian A B w)⁻¹ *ᵥ g))

/-- A symmetric Hessian couples two orbital displacements symmetrically. -/
theorem coupling_symm {A : Matrix n n ℝ} (hA : A.IsSymm) (u v : n → ℝ) :
    u ⬝ᵥ (A *ᵥ v) = v ⬝ᵥ (A *ᵥ u) := by
  rw [Matrix.dotProduct_mulVec, ← Matrix.mulVec_transpose, hA.eq, dotProduct_comm]

/-- If the ground-state Hessian `A` is positive definite, then for each matrix `B` there is a
constant `K ≥ 0`, depending on `A` and `B`, with `|⟨x, B x⟩| ≤ K ⟨x, A x⟩` for all `x`. -/
theorem curvature_bound [DecidableEq n] {A : Matrix n n ℝ} (hA : A.PosDef)
    (B : Matrix n n ℝ) :
    ∃ K : ℝ, 0 ≤ K ∧ ∀ x : n → ℝ, |x ⬝ᵥ (B *ᵥ x)| ≤ K * (x ⬝ᵥ (A *ᵥ x)) := by
  have hs : A.IsSymm :=
    (Matrix.conjTranspose_eq_transpose_of_trivial A).symm.trans hA.isHermitian.eq
  -- Cauchy-Schwarz in the metric of `A` controls each component
  have comp : ∀ i, ∃ d : ℝ, 0 ≤ d ∧ ∀ x : n → ℝ, x i ^ 2 ≤ d * (x ⬝ᵥ (A *ᵥ x)) := by
    intro i
    obtain ⟨u, hu⟩ : ∃ u : n → ℝ, A *ᵥ u = Pi.single i 1 :=
      ⟨A⁻¹ *ᵥ Pi.single i 1, by
        rw [Matrix.mulVec_mulVec, Matrix.mul_nonsing_inv _ hA.det_pos.ne'.isUnit,
          Matrix.one_mulVec]⟩
    have hu0 : u ≠ 0 := by
      rintro rfl
      have h := congrFun hu i
      simp at h
    have hD : 0 < u ⬝ᵥ (A *ᵥ u) := by
      simpa only [star_trivial] using hA.dotProduct_mulVec_pos hu0
    refine ⟨u ⬝ᵥ (A *ᵥ u), hD.le, fun x => ?_⟩
    have hxu : x ⬝ᵥ (A *ᵥ u) = x i := by rw [hu]; simp
    have hp := hA.posSemidef.dotProduct_mulVec_nonneg ((u ⬝ᵥ (A *ᵥ u)) • x - x i • u)
    simp only [star_trivial, Matrix.mulVec_sub, Matrix.mulVec_smul, dotProduct_sub,
      sub_dotProduct, dotProduct_smul, smul_dotProduct, smul_eq_mul] at hp
    rw [coupling_symm hs u x, hxu] at hp
    have h2 : 0 ≤ (u ⬝ᵥ (A *ᵥ u)) * ((u ⬝ᵥ (A *ᵥ u)) * (x ⬝ᵥ (A *ᵥ x)) - x i ^ 2) := by
      linear_combination hp
    linarith [(mul_nonneg_iff_of_pos_left hD).mp h2]
  choose d hd0 hd using comp
  refine ⟨∑ i, ∑ j, |B i j| * (d i + d j), Finset.sum_nonneg fun i _ =>
    Finset.sum_nonneg fun j _ => mul_nonneg (abs_nonneg _) (add_nonneg (hd0 i) (hd0 j)),
    fun x => ?_⟩
  have h : x ⬝ᵥ (B *ᵥ x) = ∑ i, ∑ j, x i * (B i j * x j) := by
    simp only [dotProduct, Matrix.mulVec, Finset.mul_sum]
  rw [h, Finset.sum_mul]
  refine (Finset.abs_sum_le_sum_abs _ _).trans (Finset.sum_le_sum fun i _ => ?_)
  rw [Finset.sum_mul]
  refine (Finset.abs_sum_le_sum_abs _ _).trans (Finset.sum_le_sum fun j _ => ?_)
  have hij : |x i| * |x j| ≤ (d i + d j) * (x ⬝ᵥ (A *ᵥ x)) := by
    nlinarith [sq_abs (x i), sq_abs (x j), sq_nonneg (|x i| - |x j|), hd i x, hd j x,
      sq_nonneg (x i), sq_nonneg (x j)]
  rw [abs_mul, abs_mul]
  linear_combination mul_le_mul_of_nonneg_left hij (abs_nonneg (B i j))

/-- With a positive definite ground-state Hessian, the averaged Hessian is positive for all
sufficiently small weights `w > 0`. -/
theorem averagedHessian_pos [DecidableEq n] {A : Matrix n n ℝ} (hA : A.PosDef)
    (B : Matrix n n ℝ) :
    ∀ᶠ w in 𝓝[>] (0 : ℝ), ∀ x : n → ℝ, x ≠ 0 → 0 < x ⬝ᵥ (averagedHessian A B w *ᵥ x) := by
  obtain ⟨K, hK, hB⟩ := curvature_bound hA B
  have hK1 : 0 < 1 + K := by linarith
  filter_upwards [Ioo_mem_nhdsGT (one_div_pos.mpr hK1)] with w hw x hx
  have hX : 0 < x ⬝ᵥ (A *ᵥ x) := by
    simpa only [star_trivial] using hA.dotProduct_mulVec_pos hx
  have hw1 : w * (1 + K) < 1 := (lt_div_iff₀ hK1).mp hw.2
  have h1 := mul_le_mul_of_nonneg_left (abs_le.mp (hB x)).1 hw.1.le
  have h2 := mul_pos (sub_pos.mpr hw1) hX
  simp only [averagedHessian, Matrix.add_mulVec, Matrix.smul_mulVec, dotProduct_add,
    dotProduct_smul, smul_eq_mul]
  linarith

/-- For symmetric Hessians, a displacement `d` from a stationary point of the averaged energy
costs exactly `⟨d, H d⟩ / 2`, with `H` the averaged Hessian. -/
theorem averagedEnergy_add {A B : Matrix n n ℝ} (hA : A.IsSymm) (hB : B.IsSymm)
    (g : n → ℝ) (c w : ℝ) {x : n → ℝ} (hx : averagedHessian A B w *ᵥ x = -(w • g))
    (d : n → ℝ) :
    averagedEnergy A B g c w (x + d) =
      averagedEnergy A B g c w x + (d ⬝ᵥ (averagedHessian A B w *ᵥ d)) / 2 := by
  have h1 : d ⬝ᵥ (averagedHessian A B w *ᵥ x) = d ⬝ᵥ (-(w • g)) := by rw [hx]
  simp only [averagedEnergy, groundEnergy, excitedEnergy, averagedHessian,
    Matrix.add_mulVec, Matrix.smul_mulVec, Matrix.mulVec_add, dotProduct_add,
    add_dotProduct, dotProduct_smul, dotProduct_neg, smul_eq_mul] at h1 ⊢
  linear_combination h1 + (1 - w) / 2 * coupling_symm hA x d +
    w / 2 * coupling_symm hB x d + w * dotProduct_comm g d

variable [DecidableEq n] {A B : Matrix n n ℝ}

/-- For `A` positive definite, `B` symmetric and small `w > 0`, the Newton point has strictly
lower averaged energy than all other orbitals. -/
theorem averagedOptimum_lt (hA : A.PosDef) (hB : B.IsSymm) (g : n → ℝ) (c : ℝ) :
    ∀ᶠ w in 𝓝[>] (0 : ℝ), ∀ y, y ≠ averagedOptimum A B g w →
      averagedEnergy A B g c w (averagedOptimum A B g w) < averagedEnergy A B g c w y := by
  have hs : A.IsSymm :=
    (Matrix.conjTranspose_eq_transpose_of_trivial A).symm.trans hA.isHermitian.eq
  have hc : Continuous fun w : ℝ => (averagedHessian A B w).det := by
    unfold averagedHessian
    exact Continuous.matrix_det (by fun_prop)
  have hdet : ∀ᶠ w in 𝓝 (0 : ℝ), (averagedHessian A B w).det ≠ 0 :=
    (hc.tendsto 0).eventually_ne (by simpa [averagedHessian] using hA.det_pos.ne')
  filter_upwards [averagedHessian_pos hA B, nhdsWithin_le_nhds hdet] with w hpos hd y hy
  have hst : averagedHessian A B w *ᵥ averagedOptimum A B g w = -(w • g) := by
    rw [averagedOptimum, Matrix.mulVec_neg, Matrix.mulVec_smul, Matrix.mulVec_mulVec,
      Matrix.mul_nonsing_inv _ hd.isUnit, Matrix.one_mulVec]
  have h := averagedEnergy_add hs hB g c w hst (y - averagedOptimum A B g w)
  rw [add_sub_cancel] at h
  linarith [hpos _ (sub_ne_zero.mpr hy)]

/-- Linear orbital response: for `A` positive definite and `B` symmetric, the optimal averaged
orbitals satisfy `x_w / w → -A⁻¹ g` as `w` tends to zero from above. -/
theorem orbital_response (hA : A.PosDef) (hB : B.IsSymm) (g : n → ℝ) (c : ℝ)
    (x : ℝ → n → ℝ) (hx : ∀ᶠ w in 𝓝[>] (0 : ℝ), IsOptimal A B g c w (x w)) :
    Tendsto (fun w => w⁻¹ • x w) (𝓝[>] 0) (𝓝 (-(A⁻¹ *ᵥ g))) := by
  have hc : Continuous fun w : ℝ => averagedHessian A B w := by
    unfold averagedHessian
    fun_prop
  have h0 : averagedHessian A B 0 = A := by simp [averagedHessian]
  -- the inverse Hessian is continuous at zero weight
  have hinv : Tendsto (fun w => (averagedHessian A B w)⁻¹) (𝓝 0) (𝓝 A⁻¹) := by
    simp only [Matrix.inv_def, Ring.inverse_eq_inv']
    have h := ((hc.matrix_det.tendsto 0).inv₀ (by rw [h0]; exact hA.det_pos.ne')).smul
      (hc.matrix_adjugate.tendsto 0)
    simpa only [h0] using h
  have hm : Continuous fun M : Matrix n n ℝ => -(M *ᵥ g) :=
    (continuous_id.matrix_mulVec continuous_const).neg
  have hlim : Tendsto (fun w => -((averagedHessian A B w)⁻¹ *ᵥ g)) (𝓝[>] 0)
      (𝓝 (-(A⁻¹ *ᵥ g))) :=
    (hm.tendsto A⁻¹).comp (hinv.mono_left nhdsWithin_le_nhds)
  refine hlim.congr' ?_
  filter_upwards [hx, averagedOptimum_lt hA hB g c, self_mem_nhdsWithin] with w hw ho hpos
  have hxw : x w = averagedOptimum A B g w := by
    by_contra h
    exact not_lt_of_ge (hw _) (ho _ h)
  have hw0 : w ≠ 0 := (Set.mem_Ioi.mp hpos).ne'
  rw [hxw, averagedOptimum, smul_neg, smul_smul, inv_mul_cancel₀ hw0, one_smul]

/-- For `A` positive definite and `B` symmetric, the averaged energy has a unique minimiser at
every small `w > 0`, and the ground-state error of the minimisers obeys
`E0(x_w) / w² → ⟨g, A⁻¹ g⟩ / 2` as `w` tends to zero from above. -/
theorem ground_error_second_order (hA : A.PosDef) (hB : B.IsSymm) (g : n → ℝ) (c : ℝ) :
    (∀ᶠ w in 𝓝[>] (0 : ℝ), ∃! x, IsOptimal A B g c w x) ∧
    ∀ x : ℝ → n → ℝ, (∀ᶠ w in 𝓝[>] (0 : ℝ), IsOptimal A B g c w (x w)) →
      Tendsto (fun w => groundEnergy A (x w) / w ^ 2) (𝓝[>] 0)
        (𝓝 ((g ⬝ᵥ (A⁻¹ *ᵥ g)) / 2)) := by
  constructor
  · filter_upwards [averagedOptimum_lt hA hB g c] with w ho
    refine ⟨averagedOptimum A B g w, fun y => ?_, fun y hy => ?_⟩
    · by_cases h : y = averagedOptimum A B g w
      · rw [h]
      · exact (ho y h).le
    · by_contra h
      exact not_lt_of_ge (hy _) (ho y h)
  · intro x hx
    have hE : Continuous (fun y : n → ℝ => groundEnergy A y) := by
      simp only [groundEnergy, dotProduct, Matrix.mulVec]
      fun_prop
    have hval : groundEnergy A (-(A⁻¹ *ᵥ g)) = (g ⬝ᵥ (A⁻¹ *ᵥ g)) / 2 := by
      rw [groundEnergy, Matrix.mulVec_neg, Matrix.mulVec_mulVec,
        Matrix.mul_nonsing_inv _ hA.det_pos.ne'.isUnit, Matrix.one_mulVec,
        neg_dotProduct, dotProduct_neg, neg_neg, dotProduct_comm]
    rw [← hval]
    refine ((hE.tendsto _).comp (orbital_response hA hB g c x hx)).congr fun w => ?_
    -- the ground-state energy is homogeneous of degree two
    simp only [Function.comp_apply, groundEnergy, Matrix.mulVec_smul, dotProduct_smul,
      smul_dotProduct, smul_eq_mul]
    ring

/-- For `A` positive definite and a nonzero excited-state gradient `g`, the second-order
coefficient `⟨g, A⁻¹ g⟩ / 2` is strictly positive. -/
theorem error_coefficient_pos (hA : A.PosDef) {g : n → ℝ} (hg : g ≠ 0) :
    0 < (g ⬝ᵥ (A⁻¹ *ᵥ g)) / 2 := by
  have h := hA.inv.dotProduct_mulVec_pos hg
  rw [star_trivial] at h
  exact half_pos h

/-- For `A` positive definite and `B` symmetric, the excited-state energy of the optimal averaged
orbitals obeys `(E1(x_w) - E1(0)) / w → -⟨g, A⁻¹ g⟩` as `w` tends to zero from above. -/
theorem excited_gain_first_order (hA : A.PosDef) (hB : B.IsSymm) (g : n → ℝ) (c : ℝ)
    (x : ℝ → n → ℝ) (hx : ∀ᶠ w in 𝓝[>] (0 : ℝ), IsOptimal A B g c w (x w)) :
    Tendsto (fun w => (excitedEnergy B g c (x w) - excitedEnergy B g c 0) / w) (𝓝[>] 0)
      (𝓝 (-(g ⬝ᵥ (A⁻¹ *ᵥ g)))) := by
  have hF : Continuous fun p : ℝ × (n → ℝ) =>
      g ⬝ᵥ p.2 + p.1 * ((p.2 ⬝ᵥ (B *ᵥ p.2)) / 2) := by
    simp only [dotProduct, Matrix.mulVec]
    fun_prop
  have hw : Tendsto (fun w : ℝ => w) (𝓝[>] 0) (𝓝 0) := nhdsWithin_le_nhds
  have h := (hF.tendsto (0, -(A⁻¹ *ᵥ g))).comp
    (hw.prodMk_nhds (orbital_response hA hB g c x hx))
  simp only [zero_mul, add_zero, dotProduct_neg] at h
  refine h.congr' ?_
  filter_upwards [self_mem_nhdsWithin] with w hpos
  have hw0 : w ≠ 0 := (Set.mem_Ioi.mp hpos).ne'
  simp only [Function.comp_apply, excitedEnergy, Matrix.mulVec_smul, dotProduct_smul,
    smul_dotProduct, smul_eq_mul, dotProduct_zero, zero_dotProduct]
  field_simp
  ring

end StateAveragedOrbitals
```

```lean
#print axioms StateAveragedOrbitals.ground_error_second_order
-- 'StateAveragedOrbitals.ground_error_second_order' depends on axioms: [propext, Classical.choice, Quot.sound]
#print axioms StateAveragedOrbitals.error_coefficient_pos
-- 'StateAveragedOrbitals.error_coefficient_pos' depends on axioms: [propext, Classical.choice, Quot.sound]
#print axioms StateAveragedOrbitals.excited_gain_first_order
-- 'StateAveragedOrbitals.excited_gain_first_order' depends on axioms: [propext, Classical.choice, Quot.sound]
```

## Energies, weights and minimisers in Lean

The type `n` is a finite index set for the orbital parameters, and a set of orbitals is a vector `x : n → ℝ`. The functions `groundEnergy`, `excitedEnergy` and `averagedEnergy` are $E_0$, $E_1$ and $E_w$. The zero of energy is the ground-state energy at its own optimal orbitals, so $E_0(x_w)$ is directly the error that averaging causes in the ground state.

The hypothesis `A.PosDef` includes the symmetry of $A$. Physically, it says that the ground-state orbitals form a strict minimum and that redundant rotations, which leave the energy unchanged, have been removed. Positive semidefiniteness would not suffice: for $A=B=0$ and $g\neq0$, the averaged energy is linear and has no minimum at any $w>0$. The matrix $B$ only has to be symmetric, so the excited state may have negative curvature. The vector $g$ is the excited state's orbital gradient at the ground-state orbitals. The constant $c$ is its energy there. Physically $c\ge0$, because an excited state does not lie below the ground state at the same orbitals, but the theorems do not need this, and $c$ does not affect the minimiser.

`IsOptimal` means a global minimum of $E_w$, not merely a stationary point. The filter `𝓝[>] (0 : ℝ)` describes $w$ approaching zero from above, and `∀ᶠ w in 𝓝[>] (0 : ℝ)` means "for all sufficiently small $w>0$".

The main theorem, `ground_error_second_order`, has two parts. For all sufficiently small $w>0$ there is exactly one minimiser. For any family $x_w$ that is optimal at all sufficiently small $w>0$,

$$\frac{E_0(x_w)}{w^2}\longrightarrow\frac{\langle g,A^{-1}g\rangle}{2}.$$

By `error_coefficient_pos`, this limit is strictly positive when $g\neq0$, and the error is then exactly of second order. `excited_gain_first_order` gives the corresponding change in the excited state:

$$\frac{E_1(x_w)-E_1(0)}{w}\longrightarrow-\langle g,A^{-1}g\rangle.$$

The quantifier `∀ᶠ` in the hypothesis on the family matters. Had optimality been demanded for every $w>0$, the limit statement would still be provable but could be empty. With $B=0$, at least one orbital parameter and $w=2$, the quadratic part of $E_w$ is $-\tfrac12\langle x,Ax\rangle$, so no minimiser exists and no family could satisfy the hypothesis.

## What the model says about state averaging

In state-averaged multiconfigurational calculations, several states share one set of orbitals. Within this finite-dimensional quadratic model, giving a small weight to an excited state with $g\neq0$ lowers that state's energy, to leading order, in proportion to $w$, while the ground state's energy rises, to leading order, only in proportion to $w^2$.

The energies are quadratic by assumption. Cubic and higher terms are absent, and configuration coefficients do not appear as separate variables. The result concerns the limit $w\to0^+$ and gives no error bound at a fixed weight such as $w=\tfrac12$.

## Why a unique minimum exists at small weight

The averaged Hessian is $H_w=(1-w)A+wB$. To show that it is positive, we first bound the curvature of $B$ by that of $A$.

Fix an index $i$, let $e_i$ be the corresponding unit vector, and choose $u$ with $Au=e_i$. Put $d_i=\langle u,Au\rangle>0$ and $X=\langle x,Ax\rangle$. Since $\langle x,Au\rangle=x_i$, evaluating the form of $A$ at $d_ix-x_iu$ gives

$$0\le d_i^2X-2d_ix_i^2+d_ix_i^2=d_i(d_iX-x_i^2).$$

Hence $x_i^2\le d_iX$, which is Cauchy–Schwarz in the metric of $A$. It follows that $|x_ix_j|\le\tfrac12(x_i^2+x_j^2)\le(d_i+d_j)X$, and therefore

$$|\langle x,Bx\rangle|\le KX,\qquad K=\sum_{i,j}|B_{ij}|(d_i+d_j).$$

This is `curvature_bound`. Its inner statement `comp` supplies the numbers $d_i$, `nlinarith` handles the product $|x_i||x_j|$, and the triangle inequality is applied to each sum in turn.

For $w>0$ we now have

$$\langle x,H_wx\rangle\ge(1-w)X-wKX=\bigl(1-w(1+K)\bigr)X,$$

which is positive for $x\neq0$ if $w<1/(1+K)$. The theorem `averagedHessian_pos` uses exactly this interval.

Next, collect the terms of the averaged energy:

$$E_w(x)=wc+w\langle g,x\rangle+\tfrac12\langle x,H_wx\rangle.$$

Its stationary point satisfies $H_wx_w=-wg$, so $x_w=-wH_w^{-1}g$, which is `averagedOptimum`. For a displacement $d$, the symmetry of $H_w$ gives

$$E_w(x_w+d)=E_w(x_w)+\langle d,H_wx_w+wg\rangle+\tfrac12\langle d,H_wd\rangle.$$

The middle term vanishes, and the last is positive for $d\neq0$. The identity is `averagedEnergy_add`, where `linear_combination` combines the stationarity condition with the symmetry of $A$ and $B$ supplied by `coupling_symm`. `averagedOptimum_lt` applies it with $d=y-x_w$ and concludes that every other point $y$ has strictly higher energy. It obtains the invertibility of $H_w$ from the continuity of the determinant at $w=0$, where $\det H_0=\det A\neq0$.

## From linear response to the energy changes

Dividing the minimiser by $w$ gives

$$y_w=\frac{x_w}{w}=-H_w^{-1}g\longrightarrow-A^{-1}g.$$

This is the linear orbital response, proved in `orbital_response`. The limit holds because $H_w^{-1}$ is the adjugate of $H_w$ divided by its determinant, and both are continuous in $w$. Strict minimality identifies any given optimal `x w` with `averagedOptimum`, and `congr'` transfers the limit, since the two expressions agree at all small positive weights.

The ground-state energy is homogeneous of degree two, so

$$\frac{E_0(x_w)}{w^2}=E_0(y_w)\longrightarrow E_0(-A^{-1}g)=\tfrac12\langle A^{-1}g,AA^{-1}g\rangle=\tfrac12\langle g,A^{-1}g\rangle.$$

In `ground_error_second_order`, `hE` gives the continuity of $E_0$, `hval` evaluates the limit, and the final `ring` verifies the homogeneity. The coefficient is positive for $g\neq0$ because the inverse of a positive definite matrix is positive definite.

For the excited state, substituting $x_w=wy_w$ gives

$$\frac{E_1(x_w)-E_1(0)}{w}=\langle g,y_w\rangle+\frac w2\langle y_w,By_w\rangle\longrightarrow-\langle g,A^{-1}g\rangle.$$

The curvature term vanishes because $y_w$ converges while its prefactor tends to zero. In `excited_gain_first_order`, `hF` expresses the right-hand side as a continuous function of the pair $(w,y_w)$, and `field_simp` and `ring` match it to the energy difference divided by $w$.
